# Electrons in $M$ orbitals can only have total spin $0, \tfrac12, 1, \dots, \tfrac M2$

Put electrons into $M$ spatial orbitals, each with room for one spin up and one spin down. Up to $2M$ electrons fit, and adding $2M$ independent spins of one half could give total spin $M$. The Pauli principle forbids that: two electrons in the same orbital form a singlet. The anticommutation relations alone turn this into an equation for the operator $S^2$, in units with $\hbar=1$:

$$\prod_{j=0}^{M}\Bigl(S^2-\tfrac{j(j+2)}4\Bigr)=0 .$$

Since $j(j+2)/4=s(s+1)$ for $s=j/2$, no other spin values are possible.

## Angular momentum with a nilpotent raising operator

```lean
import Mathlib

open Polynomial

namespace TotalSpinSpectrum

noncomputable section

variable {ι A : Type*} [Fintype ι] [DecidableEq ι] [Ring A] [Algebra ℂ A]
```

The type `ι` labels the orbitals, and `Fintype` makes their number $M$ finite. The operators live in `A`, any associative algebra over $\mathbb C$; its product need not commute.

```lean
/-- Angular momentum relations for a raising operator `e`, a lowering operator `f` and a
z-component `z`. -/
structure IsSpinTriple (e f z : A) : Prop where
  ef : e * f - f * e = 2 * z
  ze : z * e - e * z = e
  zf : z * f - f * z = -f
```

A `structure` in `Prop` is a list of conditions. Here `e`, `f`, `z` stand for $S^+$, $S^-$, $S_z$, with $[e,f]=2z$, $[z,e]=e$, $[z,f]=-f$.

```lean
/-- The squared angular momentum `z² + (e f + f e)/2`. -/
def spinSq (e f z : A) : A := z * z + (1 / 2 : ℂ) • (e * f + f * e)
```

This is $S^2=z^2+\tfrac12(ef+fe)$. The sign `•` multiplies an operator by a number.

```lean
/-- The polynomial with the roots `j(j+2)/4 = s(s+1)`, `s = j/2`, for `j = 0, ..., n`. -/
def spinPoly (n : ℕ) : ℂ[X] :=
  ∏ j ∈ Finset.range (n + 1), (X - C ((j : ℂ) * (j + 2) / 4))
```

This is the polynomial $P_n(X)=\prod_{j=0}^{n}(X-j(j+2)/4)$. `Finset.range (n + 1)` runs from $0$ to $n$.

```lean
/-- The squared angular momentum in normal form, `S² = S⁻S⁺ + Sz² + Sz`. -/
theorem spinSq_eq {e f z : A} (h : IsSpinTriple e f z) :
    spinSq e f z = f * e + z * z + z := by
  have h2 : e * f + f * e = (2 : ℂ) • (f * e + z) := by
    rw [two_smul]
    linear_combination (norm := noncomm_ring) h.ef
  rw [spinSq, h2, smul_smul, show (1 / 2 : ℂ) * 2 = 1 by norm_num, one_smul]
  abel
```

Since $ef=fe+2z$, we have $\tfrac12(ef+fe)=fe+z$, so $S^2=fe+z^2+z$. The tactic `linear_combination` with `noncomm_ring` checks such rearrangements without swapping factors.

```lean
/-- Commutator of a power of the raising operator with the lowering operator. -/
theorem raising_pow_commutator {e f z : A} (h : IsSpinTriple e f z) (k : ℕ) :
    e ^ (k + 1) * f - f * e ^ (k + 1) =
      ((k : ℂ) + 1) • ((2 : ℂ) • (z * e ^ k) - (k : ℂ) • e ^ k) := by
  induction k with
  | zero =>
    simp only [zero_add, pow_one, pow_zero, mul_one, Nat.cast_zero, one_smul, zero_smul,
      sub_zero, two_smul, h.ef, two_mul]
  | succ k ih =>
    have hez : e * (z * e ^ k) = z * e ^ (k + 1) - e ^ (k + 1) := by
      have h1 : e * z = z * e - e := by
        linear_combination (norm := noncomm_ring) -h.ze
      rw [← mul_assoc, h1, sub_mul, mul_assoc, ← pow_succ']
    have h2 : 2 * z * e ^ (k + 1) = (2 : ℂ) • (z * e ^ (k + 1)) := by
      rw [two_smul, two_mul, add_mul]
    have h3 : e ^ (k + 1 + 1) * f - f * e ^ (k + 1 + 1) =
        e * (e ^ (k + 1) * f - f * e ^ (k + 1)) + (e * f - f * e) * e ^ (k + 1) := by
      rw [pow_succ' e (k + 1)]
      generalize e ^ (k + 1) = w
      noncomm_ring
    rw [h3, ih, h.ef, h2, mul_smul_comm, mul_sub, mul_smul_comm, mul_smul_comm, hez,
      ← pow_succ']
    push_cast
    module
```

The claim is $[e^{k+1},f]=(k+1)(2ze^k-ke^k)$. For $k=0$ it reads $[e,f]=2z$. For the induction step, use $ez=ze-e$:

$$\begin{aligned}[][e^{k+2},f]&=e[e^{k+1},f]+[e,f]e^{k+1}\\&=(k+1)\bigl(2ze^{k+1}-(k+2)e^{k+1}\bigr)+2ze^{k+1}\\&=(k+2)\bigl(2ze^{k+1}-(k+1)e^{k+1}\bigr).\end{aligned}$$

```lean
/-- If the raising operator of an angular momentum satisfies `e^(n+1) = 0`, then
`∏ (S² - j(j+2)/4) = 0`, the product running over `j = 0, ..., n`. -/
theorem spinPoly_of_nilpotent {e f z : A} (h : IsSpinTriple e f z) (n : ℕ)
    (hn : e ^ (n + 1) = 0) : aeval (spinSq e f z) (spinPoly n) = 0 := by
  -- each step trades one power of `e` for one factor of the polynomial
  suffices step : ∀ (k : ℕ) (Z : A), Commute f Z → e ^ (k + 1) * Z = 0 →
      e ^ k * (spinSq e f z * Z - ((k : ℂ) * (k + 2) / 4) • Z) = 0 by
    have hQ : Commute f (spinSq e f z) := by
      rw [spinSq_eq h]
      change f * (f * e + z * z + z) = (f * e + z * z + z) * f
      linear_combination (norm := noncomm_ring) -(f * h.ef) - z * h.zf - h.zf * z
    have key : ∀ (k : ℕ) (Z : A), Commute f Z → e ^ k * Z = 0 →
        aeval (spinSq e f z)
          (∏ j ∈ Finset.range k, (X - C ((j : ℂ) * (j + 2) / 4))) * Z = 0 := by
      intro k
      induction k with
      | zero => intro Z _ h0; simpa using h0
      | succ k ih =>
        intro Z hZ h0
        have h1 := ih _ ((hQ.mul_right hZ).sub_right
          (hZ.smul_right ((k : ℂ) * (k + 2) / 4))) (step k Z hZ h0)
        rw [Finset.prod_range_succ, map_mul, mul_assoc, map_sub, aeval_X, aeval_C, sub_mul,
          ← Algebra.smul_def]
        exact h1
    have h1 := key (n + 1) 1 (Commute.one_right f) (by rw [hn, zero_mul])
    rwa [mul_one] at h1
  intro k Z hZ hk
  have h0 : (e ^ (k + 1) * f - f * e ^ (k + 1)) * Z = 0 := by
    rw [sub_mul, mul_assoc _ f Z, hZ.eq, ← mul_assoc, hk, mul_assoc f, hk]
    simp
  rw [raising_pow_commutator h, smul_mul_assoc] at h0
  have h1 := (smul_eq_zero.mp h0).resolve_left (Nat.cast_add_one_ne_zero k)
  rw [sub_mul, smul_mul_assoc, smul_mul_assoc, mul_assoc, sub_eq_zero] at h1
  -- `e^k Z` has z-component `k/2`
  have hz : z * (e ^ k * Z) = ((k : ℂ) / 2) • (e ^ k * Z) := by
    calc z * (e ^ k * Z) = (1 / 2 : ℂ) • ((2 : ℂ) • (z * (e ^ k * Z))) := by module
      _ = _ := by rw [h1]; module
  have he : e * (e ^ k * Z) = 0 := by rw [← mul_assoc, ← pow_succ', hk]
  have hQ : Commute (spinSq e f z) e := by
    rw [spinSq_eq h]
    change (f * e + z * z + z) * e = e * (f * e + z * z + z)
    linear_combination (norm := noncomm_ring) z * h.ze + h.ze * z - h.ef * e
  rw [mul_sub, mul_smul_comm, ← mul_assoc, ← (hQ.pow_right k).eq, mul_assoc, spinSq_eq h,
    add_mul, add_mul, mul_assoc f, he, mul_assoc z, hz, mul_smul_comm, hz]
  simp only [mul_zero]
  module
```

The theorem says that $e^{n+1}=0$ implies $P_n(S^2)=0$; `aeval` substitutes an operator for $X$.

First, $S^2$ commutes with $e$ and $f$:

$$[S^2,e]=-2ze+ze+ez+e=0,\qquad [f,S^2]=-2fz+fz+zf+f=0.$$

Now let $Z$ commute with $f$ and satisfy $e^{k+1}Z=0$. Then

$$0=[e^{k+1},f]Z=(k+1)(2ze^kZ-ke^kZ),$$

so $z\,e^kZ=\tfrac k2e^kZ$. This is a highest-weight condition, since also $e\,e^kZ=0$. Therefore

$$e^kS^2Z=(fe+z^2+z)e^kZ=\Bigl(\tfrac{k^2}4+\tfrac k2\Bigr)e^kZ=\tfrac{k(k+2)}4e^kZ,$$

that is, $e^kZ'=0$ with $Z'=(S^2-k(k+2)/4)Z$. One power of $e$ has been traded for one factor of the polynomial, and $Z'$ again commutes with $f$. Starting from $Z=1$, $k=n$ and going down through $k=0$ gives the identity.

In Lean, `suffices step` first shows that this trade is enough, and the lines after that block prove the trade itself. The device that carries the descent is an induction hypothesis that holds for every `Z`. In `key`, the command `induction k` comes before `intro Z`, so `Z` is not yet fixed when the hypothesis `ih` is formed. It can then be applied to $Z'$ instead of $Z$. Had `Z` been fixed first, `ih` would speak only about the old operator.

```lean
/-- The spin-1/2 matrices satisfy the angular momentum relations, and their raising operator
squares to zero. -/
theorem spinPoly_of_nilpotent_witness :
    IsSpinTriple (!![0, 1; 0, 0] : Matrix (Fin 2) (Fin 2) ℂ) !![0, 0; 1, 0]
      !![1 / 2, 0; 0, -1 / 2] ∧ (!![0, 1; 0, 0] : Matrix (Fin 2) (Fin 2) ℂ) ^ (1 + 1) = 0 := by
  refine ⟨⟨Eq.trans ?_ (two_mul _).symm, ?_, ?_⟩, ?_⟩ <;> ext i j <;> fin_cases i <;>
    fin_cases j <;> norm_num [pow_succ, Matrix.mul_apply, Fin.sum_univ_succ]
```

The spin-1/2 matrices satisfy the assumptions with $n=1$.

## Electrons and their spin operators

```lean
/-- Canonical anticommutation relations for creators `c p σ` and annihilators `a p σ` of
orbital `p` and spin `σ` (0 is up, 1 is down). -/
structure CAR (c a : ι → Fin 2 → A) : Prop where
  cc : ∀ p q σ τ, c p σ * c q τ + c q τ * c p σ = 0
  aa : ∀ p q σ τ, a p σ * a q τ + a q τ * a p σ = 0
  ac : ∀ p q σ τ, a p σ * c q τ + c q τ * a p σ = if p = q ∧ σ = τ then 1 else 0
```

These are the canonical anticommutation relations,

$$\{c_{p\sigma},c_{q\tau}\}=\{a_{p\sigma},a_{q\tau}\}=0,\qquad \{a_{p\sigma},c_{q\tau}\}=\delta_{pq}\delta_{\sigma\tau}.$$

Here `c` creates, whereas many textbooks write $c$ for the annihilator and $c^\dagger$ for the creator. Spin 0 is up and spin 1 is down. No adjoint or inner product is needed.

```lean
/-- The operator `∑ₚ c_pσ a_pτ`, a sum of terms that each turn spin `τ` into spin `σ` in one
orbital. -/
def transfer (c a : ι → Fin 2 → A) (σ τ : Fin 2) : A := ∑ p, c p σ * a p τ
```

Write $T_{\sigma\tau}=\sum_pc_{p\sigma}a_{p\tau}$.

```lean
/-- The z-component of total spin, half the difference of up and down electron numbers. -/
def spinZ (c a : ι → Fin 2 → A) : A := (1 / 2 : ℂ) • (transfer c a 0 0 - transfer c a 1 1)
```

$S_z=\tfrac12(T_{00}-T_{11})$.

```lean
/-- Total spin `S² = Sz² + (S⁺S⁻ + S⁻S⁺)/2` of the electrons. -/
def totalSpin (c a : ι → Fin 2 → A) : A :=
  spinSq (transfer c a 0 1) (transfer c a 1 0) (spinZ c a)
```

With $S^+=T_{01}$ and $S^-=T_{10}$, this is the total spin. It is the physical $S^2$ when the operators create and annihilate electrons in the same orthonormal spatial orbitals for both spins; the hypotheses do not include this identification.

```lean
omit [Fintype ι] [Algebra ℂ A] in
/-- Commutator, under the CAR, of the spin-transfer operators of two orbitals; it vanishes for
different orbitals. -/
theorem site_commutator {c a : ι → Fin 2 → A} (h : CAR c a) (p q : ι) (σ τ μ ν : Fin 2) :
    c p σ * a p τ * (c q μ * a q ν) - c q μ * a q ν * (c p σ * a p τ) =
      if p = q then (if τ = μ then c p σ * a p ν else 0) -
        (if ν = σ then c p μ * a p τ else 0) else 0 := by
  have h1 : c p σ * a p τ * (c q μ * a q ν) - c q μ * a q ν * (c p σ * a p τ) =
      c p σ * (a p τ * c q μ + c q μ * a p τ) * a q ν -
        c q μ * (a q ν * c p σ + c p σ * a q ν) * a p τ := by
    linear_combination (norm := noncomm_ring)
      c q μ * c p σ * h.aa p q τ ν - h.cc p q σ μ * (a p τ * a q ν)
  rw [h1, h.ac, h.ac]
  by_cases hpq : p = q
  · subst hpq
    by_cases h2 : τ = μ <;> by_cases h3 : ν = σ <;> simp [h2, h3]
  · simp [hpq, Ne.symm hpq]
```

The commutator of two one-orbital terms is

$$[c_{p\sigma}a_{p\tau},c_{q\mu}a_{q\nu}]=c_{p\sigma}\{a_{p\tau},c_{q\mu}\}a_{q\nu}-c_{q\mu}\{a_{q\nu},c_{p\sigma}\}a_{p\tau}.$$

The extra terms on the right cancel because exchanging both the two creators and the two annihilators gives two minus signs. Inserting the anticommutators leaves $\delta_{pq}(\delta_{\tau\mu}c_{p\sigma}a_{p\nu}-\delta_{\nu\sigma}c_{p\mu}a_{p\tau})$.

```lean
/-- Under the CAR, the spin-transfer operators summed over orbitals close under commutation. -/
theorem transfer_commutator {c a : ι → Fin 2 → A} (h : CAR c a) (σ τ μ ν : Fin 2) :
    transfer c a σ τ * transfer c a μ ν - transfer c a μ ν * transfer c a σ τ =
      (if τ = μ then transfer c a σ ν else 0) - (if ν = σ then transfer c a μ τ else 0) := by
  have h1 : transfer c a μ ν * transfer c a σ τ =
      ∑ p, ∑ q, c q μ * a q ν * (c p σ * a p τ) := by
    simp only [transfer]
    rw [Finset.sum_mul_sum]
    exact Finset.sum_comm
  rw [h1]
  simp only [transfer, Finset.sum_mul_sum, ← Finset.sum_sub_distrib, site_commutator h,
    Finset.sum_ite_eq, Finset.mem_univ, if_true]
  by_cases h2 : τ = μ <;> by_cases h3 : ν = σ <;> simp [h2, h3, Finset.sum_sub_distrib]
```

Summing over $p$ and $q$ gives $[T_{\sigma\tau},T_{\mu\nu}]=\delta_{\tau\mu}T_{\sigma\nu}-\delta_{\nu\sigma}T_{\mu\tau}$.

```lean
/-- With `M` orbitals obeying the CAR, at most `M` spins can be raised: `(S⁺)^(M+1) = 0`. -/
theorem raising_nilpotent {c a : ι → Fin 2 → A} (h : CAR c a) :
    transfer c a 0 1 ^ (Fintype.card ι + 1) = 0 := by
  have hsq : ∀ p, c p 0 * a p 1 * (c p 0 * a p 1) = 0 := by
    intro p
    have h1 : c p 0 * c p 0 = 0 := by
      have h2 : (2 : ℂ) • (c p 0 * c p 0) = 0 := by rw [two_smul]; exact h.cc p p 0 0
      exact (smul_eq_zero.mp h2).resolve_left two_ne_zero
    have h3 : a p 1 * c p 0 + c p 0 * a p 1 = 0 := by rw [h.ac]; simp
    linear_combination (norm := noncomm_ring) c p 0 * h3 * a p 1 - h1 * (a p 1 * a p 1)
  -- binomial formula with a commuting square-zero term
  have binom : ∀ x t : A, x * t = t * x → t * t = 0 → ∀ n : ℕ,
      (x + t) ^ (n + 1) = x ^ (n + 1) + (n + 1) • (x ^ n * t) := by
    intro x t hxt ht n
    induction n with
    | zero => simp
    | succ n ih =>
      have h1 : x ^ n * t * x = x ^ (n + 1) * t := by
        rw [mul_assoc, ← hxt, ← mul_assoc, ← pow_succ]
      have h2 : x ^ n * t * t = 0 := by rw [mul_assoc, ht, mul_zero]
      rw [pow_succ (x + t) (n + 1), ih, mul_add, add_mul, add_mul, smul_mul_assoc,
        smul_mul_assoc, h1, h2, ← pow_succ]
      module
  have key : ∀ s : Finset ι, (∑ p ∈ s, c p 0 * a p 1) ^ (s.card + 1) = 0 := by
    intro s
    induction s using Finset.induction_on with
    | empty => simp
    | insert q s hq ih =>
      have hc : (∑ p ∈ s, c p 0 * a p 1) * (c q 0 * a q 1) =
          c q 0 * a q 1 * ∑ p ∈ s, c p 0 * a p 1 := by
        rw [Finset.sum_mul, Finset.mul_sum]
        refine Finset.sum_congr rfl fun p _ => sub_eq_zero.mp ?_
        rw [site_commutator h]
        simp
      rw [Finset.sum_insert hq, Finset.card_insert_of_notMem hq, add_comm (c q 0 * a q 1),
        binom _ _ hc (hsq q), pow_succ, ih, zero_mul, zero_mul, smul_zero, add_zero]
  exact key Finset.univ
```

Here the Pauli principle enters. Let $t_p=c_{p0}a_{p1}$. Then $t_p^2=-c_{p0}^2a_{p1}^2=0$, and the $t_p$ commute with each other. If $x$ commutes with $t$ and $t^2=0$, then

$$(x+t)^{n+1}=x^{n+1}+(n+1)x^nt .$$

Add the orbitals one at a time. If the sum $x$ over $m$ orbitals has $x^{m+1}=0$, then $(x+t)^{m+2}=x^{m+2}+(m+2)x^{m+1}t=0$. The empty sum starts the induction, and all $M$ orbitals give $(S^+)^{M+1}=0$.

## The identity and the allowed spins

```lean
/-- For `M` orbitals with two spins obeying the CAR, total spin satisfies
`∏ (S² - j(j+2)/4) = 0`, the product running over `j = 0, ..., M`. -/
theorem totalSpin_identity {c a : ι → Fin 2 → A} (h : CAR c a) :
    aeval (totalSpin c a) (spinPoly (Fintype.card ι)) = 0 := by
  have hz : ∀ x : A, spinZ c a * x - x * spinZ c a =
      (1 / 2 : ℂ) • ((transfer c a 0 0 * x - x * transfer c a 0 0) -
        (transfer c a 1 1 * x - x * transfer c a 1 1)) := by
    intro x
    simp only [spinZ, smul_mul_assoc, mul_smul_comm, sub_mul, mul_sub]
    module
  refine spinPoly_of_nilpotent ⟨?_, ?_, ?_⟩ _ (raising_nilpotent h)
  · rw [transfer_commutator h, spinZ, two_mul, ← add_smul]
    norm_num
  · rw [hz, transfer_commutator h, transfer_commutator h]
    simp only [if_true, one_ne_zero, if_false]
    module
  · rw [hz, transfer_commutator h, transfer_commutator h]
    simp only [if_true, zero_ne_one, if_false]
    module
```

The commutators of the $T_{\sigma\tau}$ give

$$\begin{aligned}[][S^+,S^-]&=T_{00}-T_{11}=2S_z,\\ [S_z,S^+]&=\tfrac12(T_{01}+T_{01})=S^+,\\ [S_z,S^-]&=\tfrac12(-T_{10}-T_{10})=-S^-.\end{aligned}$$

With $(S^+)^{M+1}=0$, the general theorem yields $P_M(S^2)=0$.

```lean
/-- For `M` orbitals with the CAR on a vector space, every eigenvalue of `S²` is `s(s+1)` with
`s = j/2` and `j` an integer from `0` to `M`. -/
theorem totalSpin_eigenvalue {V : Type*} [AddCommGroup V] [Module ℂ V]
    {c a : ι → Fin 2 → Module.End ℂ V} (h : CAR c a) {v : V} (hv : v ≠ 0) {x : ℂ}
    (hx : totalSpin c a v = x • v) :
    ∃ j : ℕ, j ≤ Fintype.card ι ∧ x = (j / 2 : ℂ) * (j / 2 + 1) := by
  have hev : Module.End.HasEigenvector (totalSpin c a) x v :=
    ⟨Module.End.mem_eigenspace_iff.mpr hx, hv⟩
  have h1 := Module.End.aeval_apply_of_hasEigenvector (p := spinPoly (Fintype.card ι)) hev
  rw [totalSpin_identity h, LinearMap.zero_apply] at h1
  have h2 := (smul_eq_zero.mp h1.symm).resolve_right hv
  rw [spinPoly, eval_prod, Finset.prod_eq_zero_iff] at h2
  obtain ⟨j, hj, h3⟩ := h2
  rw [eval_sub, eval_X, eval_C] at h3
  exact ⟨j, Nat.lt_succ_iff.mp (Finset.mem_range.mp hj), by linear_combination h3⟩
```

Now the operators act on a complex vector space `V` of any dimension; `Module.End ℂ V` is the algebra of its linear maps. If $S^2v=xv$ with $v\neq0$, then $0=P_M(S^2)v=P_M(x)v$, so $P_M(x)=0$. One factor vanishes, and $x=\tfrac j2(\tfrac j2+1)$ for some $j\le M$. The theorem restricts the possible values and does not claim that each occurs.

For a calculation in a finite basis of $M$ shared orbitals, this bounds the spin of every many-electron eigenstate of $S^2$, with or without interactions, because no Hamiltonian enters.

## One orbital in matrices

```lean
/-- Creators of one orbital in the basis empty, up, down, doubly occupied. -/
def fockC : Fin 1 → Fin 2 → Matrix (Fin 4) (Fin 4) ℂ := fun _ =>
  ![!![0, 0, 0, 0; 1, 0, 0, 0; 0, 0, 0, 0; 0, 0, 1, 0],
    !![0, 0, 0, 0; 0, 0, 0, 0; 1, 0, 0, 0; 0, -1, 0, 0]]
```

The columns are the states empty, up, down and doubly occupied. The minus sign records the order of the two creators.

```lean
/-- Annihilators of one orbital in the same basis. -/
def fockA : Fin 1 → Fin 2 → Matrix (Fin 4) (Fin 4) ℂ := fun _ =>
  ![!![0, 1, 0, 0; 0, 0, 0, 0; 0, 0, 0, 1; 0, 0, 0, 0],
    !![0, 0, 1, 0; 0, 0, 0, -1; 0, 0, 0, 0; 0, 0, 0, 0]]
```

The annihilators are the transposes of the creators.

```lean
set_option maxHeartbeats 400000 in
/-- The explicit matrices of one orbital obey the CAR. -/
theorem totalSpin_identity_witness : CAR fockC fockA := by
  constructor <;> intro p q σ τ <;> obtain rfl := Subsingleton.elim p q <;>
    fin_cases σ <;> fin_cases τ <;> ext i j <;> fin_cases i <;> fin_cases j <;>
    simp [fockC, fockA]

end

end TotalSpinSpectrum
```

Lean checks the relations entry by entry, so the assumptions of the identity are met for $M=1$. Multiplying the matrices by hand gives $S^2=\mathrm{diag}(0,\tfrac34,\tfrac34,0)$: spin 0 when the orbital is empty or full, and spin 1/2 when it holds one electron.

```lean
#print axioms TotalSpinSpectrum.totalSpin_identity
#print axioms TotalSpinSpectrum.totalSpin_eigenvalue
```

```
'TotalSpinSpectrum.totalSpin_identity' depends on axioms: [propext, Classical.choice, Quot.sound]
'TotalSpinSpectrum.totalSpin_eigenvalue' depends on axioms: [propext, Classical.choice, Quot.sound]
```
